# The response of screening adds two terms to the Bethe–Salpeter kernel in a matrix model of GW

Light lifts an electron out of a filled state, and the electron and the hole it leaves attract each other through the screened interaction $W$. The Bethe–Salpeter equation obtains this attraction from the change of the self-energy $\Sigma$ when the Green's function $G$ changes. In the GW approximation $\Sigma$ is a product of $G$ and $W$, and the usual kernel varies only the factor $G$. But $W$ also depends on $G$, because the electrons that screen are described by the same Green's function. What does the self-energy do when $W$ is allowed to follow?

The model is static and finite. Sites or grid points are labelled by a finite set `n`, and $G$ and the bare interaction $v$, which couples the densities at two sites, are arbitrary complex matrices over it. Static means here that $G$ is a single matrix without time or frequency. The formulas keep the factors of $i$ of the time-dependent theory but not its frequency integrals, so $P$ and $W$ below are not the zero-frequency response functions of a real system. Spin and the Hartree part of the kernel are also left out, and $G$ need not solve a Dyson equation.

```lean
import Mathlib

open Complex Matrix Filter Topology

namespace StaticScreenedKernel

variable {n : Type*}
```

With $\circ$ for the entrywise product (`⊙` in Lean), the polarization is $P(G)=-i\,G\circ G^T$, so $P_{ij}=-i\,G_{ij}G_{ji}$: an electron–hole bubble between $i$ and $j$.

```lean
/-- The polarization `P(G) = -i G∘Gᵀ`, with the entrywise product. -/
noncomputable def polarization (G : Matrix n n ℂ) : Matrix n n ℂ :=
  (-I) • (G ⊙ Gᵀ)
```

A variation of $G$ is a curve $G(s)$ with complex parameter $s$, whose entries have derivatives $dG_{ij}$ at $s=t$. The straight lines $G+s\,dG$ are included, so every direction $dG$ is allowed, with no Hermiticity imposed.

```lean
/-- The matrix curve `F` has derivative `F'` at `t`, entry by entry. -/
def HasMatDerivAt (F : ℂ → Matrix n n ℂ) (F' : Matrix n n ℂ) (t : ℂ) : Prop :=
  ∀ i j, HasDerivAt (fun s => F s i j) (F' i j) t
```

Another model would treat $\Sigma$ as a map on a normed space of matrices and give its Fréchet derivative. That would be a single linear map with an error bound uniform over directions, and the curve version would follow by the chain rule. The formulas would stay the same.

## (a) Response of the polarization

Show that
$$dP=-i\,(dG\circ G^T+G\circ dG^T).$$

**Solution.** By the product rule, the derivative of $-i\,G_{ij}G_{ji}$ is $-i\,(dG_{ij}G_{ji}+G_{ij}dG_{ji})$, which is the $ij$ entry of the right-hand side. In Lean, `fun_mul` is the product rule and `simpa` unfolds the entries.

```lean
/-- The polarization responds to `dG` by `dP = -i (dG∘Gᵀ + G∘dGᵀ)`. -/
theorem polarization_deriv {G : ℂ → Matrix n n ℂ} {dG : Matrix n n ℂ} {t : ℂ}
    (h : HasMatDerivAt G dG t) :
    HasMatDerivAt (fun s => polarization (G s))
      ((-I) • (dG ⊙ (G t)ᵀ + G t ⊙ dGᵀ)) t := by
  intro i j
  have := ((h i j).fun_mul (h j i)).const_mul (-I)
  simpa only [polarization, Matrix.smul_apply, Matrix.hadamard_apply, Matrix.transpose_apply,
    Matrix.add_apply, smul_eq_mul] using this
```

## (b) Entries of a triple product

Show that
$$(ABC)_{ij}=\sum_{k,l}A_{ik}B_{kl}C_{lj}.$$

**Solution.** Write $ABC=A(BC)$, expand both products and move $A_{ik}$ inside the sum over $l$.

```lean
variable [Fintype n]

private theorem triple_apply (A B C : Matrix n n ℂ) (i j : n) :
    (A * B * C) i j = ∑ k, ∑ l, A i k * (B k l * C l j) := by
  rw [mul_assoc]
  simp only [Matrix.mul_apply, Finset.mul_sum]
```

The screened interaction is $W(G)=(1-vP)^{-1}v$, the solution of $W=v+vPW$ when $1-vP$ is invertible. Invertibility is assumed below as `IsUnit (1 - v * polarization G)`. If it fails, some nonzero potential satisfies $\varphi=vP\varphi$ and sustains itself without an external source.

```lean
variable [DecidableEq n]

/-- The screened interaction `W(G) = (1 - vP(G))⁻¹ v`, meaningful where `1 - vP(G)` is
invertible. -/
noncomputable def screened (v G : Matrix n n ℂ) : Matrix n n ℂ :=
  (1 - v * polarization G)⁻¹ * v
```

The self-energy is $\Sigma(G)=i\,G\circ W(G)$.

```lean
/-- The self-energy `Σ(G) = i G∘W(G)`, meaningful where `1 - vP(G)` is invertible. -/
noncomputable def selfEnergy (v G : Matrix n n ℂ) : Matrix n n ℂ :=
  I • (G ⊙ screened v G)
```

The next definition gives names to the coefficients needed in part (i).

```lean
/-- The four-index kernel `i δ_ik δ_jl W_ij + G_ij G_lk (W_ik W_lj + W_il W_kj)`, meaningful
where `1 - vP(G)` is invertible. -/
noncomputable def kernel (v G : Matrix n n ℂ) (i j k l : n) : ℂ :=
  (if i = k ∧ j = l then I * screened v G i j else 0) +
    G i j * G l k * (screened v G i k * screened v G l j + screened v G i l * screened v G k j)
```

## (c) Continuity of the determinant

Let the entries of $A(s)$ be continuous at $t$. Show that
$$\lim_{s\to t}\det A(s)=\det A(t).$$

**Solution.** The Leibniz formula $\det A=\sum_\sigma \mathrm{sgn}(\sigma)\prod_i A_{\sigma(i)i}$ is a finite sum of finite products of continuous functions. The two `tendsto_finset` lemmas take the limit through the sum and the product.

```lean
/-- The determinant of a matrix with continuous entries is continuous. -/
theorem continuousAt_det {A : ℂ → Matrix n n ℂ} {t : ℂ}
    (h : ∀ i j, ContinuousAt (fun s => A s i j) t) :
    ContinuousAt (fun s => (A s).det) t := by
  simp only [Matrix.det_apply']
  exact tendsto_finsetSum _ fun σ _ =>
    tendsto_const_nhds.mul (tendsto_finsetProd _ fun i _ => (h (σ i) i).tendsto)
```

## (d) Continuity of the inverse

Let $A(t)$ also be invertible. Show that
$$\lim_{s\to t}\big(A(s)^{-1}\big)_{ij}=\big(A(t)^{-1}\big)_{ij}.$$

**Solution.** Cramer's rule gives $(A^{-1})_{ij}=\mathrm{adj}(A)_{ij}/\det A$. The numerator is the determinant of $A$ with row $j$ replaced by the unit vector $e_i$. Its entries are constants or entries of $A$, so (c) applies to it. The denominator is continuous by (c) and nonzero at $t$. The `split_ifs` step separates the replaced row from the others.

```lean
/-- The entries of the inverse of a matrix with continuous entries are continuous at a point
where the matrix is invertible. -/
theorem continuousAt_inv {A : ℂ → Matrix n n ℂ} {t : ℂ}
    (h : ∀ i j, ContinuousAt (fun s => A s i j) t) (hu : IsUnit (A t)) (i j : n) :
    ContinuousAt (fun s => (A s)⁻¹ i j) t := by
  have hne : (A t).det ≠ 0 := ((Matrix.isUnit_iff_isUnit_det _).1 hu).ne_zero
  simp only [Matrix.inv_def, Ring.inverse_eq_inv', Matrix.smul_apply, smul_eq_mul,
    Matrix.adjugate_apply]
  refine ((continuousAt_det h).inv₀ hne).mul (continuousAt_det ?_)
  intro a b
  simp only [Matrix.updateRow_apply]
  split_ifs
  · exact continuousAt_const
  · exact h a b
```

## (e) Exact difference of two screened interactions

Let $P,W$ belong to $G$ and $P',W'$ to $G'$, with both $1-vP$ and $1-vP'$ invertible. Show that
$$W'-W=W'(P'-P)W.$$

**Solution.** Set $A=1-vP$ and $A'=1-vP'$, so that $A-A'=v(P'-P)$. Then
$$A'^{-1}-A^{-1}=A'^{-1}(A-A')A^{-1}=A'^{-1}v(P'-P)A^{-1}.$$
Multiplying by $v$ on the right gives the claim. The matrix $v$ itself is never inverted, so it may be singular. In the Lean proof the inverses become the letters `x'` and `x`, the relations `h1` and `h2` insert them, and `noncomm_ring` does the remaining algebra.

```lean
/-- Two screened interactions, both with invertible `1 - vP`, differ by exactly
`W(G') (P(G') - P(G)) W(G)`. -/
theorem screened_sub {v G G' : Matrix n n ℂ} (hG : IsUnit (1 - v * polarization G))
    (hG' : IsUnit (1 - v * polarization G')) :
    screened v G' - screened v G =
      screened v G' * (polarization G' - polarization G) * screened v G := by
  have h1 := Matrix.nonsing_inv_mul _ ((Matrix.isUnit_iff_isUnit_det _).1 hG')
  have h2 := Matrix.mul_nonsing_inv _ ((Matrix.isUnit_iff_isUnit_det _).1 hG)
  unfold screened
  generalize (1 - v * polarization G')⁻¹ = x' at h1 ⊢
  generalize (1 - v * polarization G)⁻¹ = x at h2 ⊢
  calc x' * v - x * v
      = x' * ((1 - v * polarization G) * x) * v
        - (x' * (1 - v * polarization G')) * x * v := by rw [h1, h2, mul_one, one_mul]
    _ = x' * v * (polarization G' - polarization G) * (x * v) := by noncomm_ring
```

## (f) A product with a factor that vanishes

Let $c$ be continuous at $t$, and let $g$ be differentiable there with $g(t)=0$. Show that
$$(cg)'(t)=c(t)\,g'(t).$$

**Solution.** Since $g(t)=0$, the difference quotient is
$$\frac{c(s)g(s)-c(t)g(t)}{s-t}=c(s)\,\frac{g(s)-g(t)}{s-t}\longrightarrow c(t)\,g'(t).$$
No derivative of $c$ is needed. The Lean proof takes the same limit of slopes.

```lean
private theorem hasDerivAt_mul_of_zero {c g : ℂ → ℂ} {g' t : ℂ} (hc : ContinuousAt c t)
    (hg : HasDerivAt g g' t) (h0 : g t = 0) :
    HasDerivAt (fun s => c s * g s) (c t * g') t := by
  rw [hasDerivAt_iff_tendsto_slope] at hg ⊢
  have h1 : Tendsto c (𝓝[≠] t) (𝓝 (c t)) := hc.tendsto.mono_left nhdsWithin_le_nhds
  refine (h1.mul hg).congr fun s => ?_
  simp only [slope_def_field, h0]
  ring
```

## (g) Response of the screened interaction

Let $1-vP$ be invertible at $t$. Show that $W$ is differentiable there, with
$$dW=W\,dP\,W.$$

**Solution.** By (c), $\det(1-vP)$ stays nonzero near $t$, so (e) holds for all $s$ close to $t$. With (b) it reads
$$W_{ij}(s)=W_{ij}(t)+\sum_{k,l}W_{ik}(s)\,[P_{kl}(s)-P_{kl}(t)]\,W_{lj}(t).$$
By (d), $W_{ik}(s)$ is continuous at $t$. The bracket vanishes at $t$ and has derivative $dP_{kl}$ by (a). Part (f) gives each summand the derivative $W_{ik}\,dP_{kl}\,W_{lj}$, and the sum is $(W\,dP\,W)_{ij}$.

In the code, `hW` is the continuity of $W$, `hev` the persistence of invertibility and `hsum` the derivative of the right-hand side. The last lines transfer that derivative to $W$ through the identity (e).

```lean
/-- If `1 - vP` is invertible, the screened interaction responds by `dW = W dP W`, with
`dP = -i (dG∘Gᵀ + G∘dGᵀ)`. -/
theorem screened_deriv {v : Matrix n n ℂ} {G : ℂ → Matrix n n ℂ} {dG : Matrix n n ℂ} {t : ℂ}
    (h : HasMatDerivAt G dG t) (hu : IsUnit (1 - v * polarization (G t))) :
    HasMatDerivAt (fun s => screened v (G s))
      (screened v (G t) * ((-I) • (dG ⊙ (G t)ᵀ + G t ⊙ dGᵀ)) * screened v (G t)) t := by
  have hP := polarization_deriv h
  have hA : ∀ i j, ContinuousAt (fun s => (1 - v * polarization (G s)) i j) t := by
    intro i j
    simp only [Matrix.sub_apply, Matrix.mul_apply]
    exact continuousAt_const.sub
      (HasDerivAt.fun_sum fun k _ => (hP k j).const_mul (v i k)).continuousAt
  have hW : ∀ i j, ContinuousAt (fun s => screened v (G s) i j) t := by
    intro i j
    simp only [screened, Matrix.mul_apply]
    exact tendsto_finsetSum _ fun k _ =>
      (continuousAt_inv hA hu i k).tendsto.mul tendsto_const_nhds
  -- invertibility persists near `t`
  have hev : ∀ᶠ s in 𝓝 t, IsUnit (1 - v * polarization (G s)) := by
    have hne := ((Matrix.isUnit_iff_isUnit_det _).1 hu).ne_zero
    filter_upwards [(continuousAt_det hA).eventually_ne hne] with s hs
    exact (Matrix.isUnit_iff_isUnit_det _).2 (isUnit_iff_ne_zero.2 hs)
  intro i j
  rw [triple_apply]
  have hsum := (HasDerivAt.fun_sum (u := Finset.univ) fun k _ =>
    HasDerivAt.fun_sum (u := Finset.univ) fun l _ =>
      hasDerivAt_mul_of_zero (hW i k)
        (((hP k l).sub_const (polarization (G t) k l)).mul_const (screened v (G t) l j))
        (by simp)).const_add (screened v (G t) i j)
  refine hsum.congr_of_eventuallyEq ?_
  -- the exact difference identity replaces `W` near `t`
  filter_upwards [hev] with s hs
  have e := congrArg (fun M : Matrix n n ℂ => M i j) (screened_sub hu hs)
  simp only [triple_apply, Matrix.sub_apply] at e
  linear_combination e
```

## (h) Response of the self-energy

Under the same hypothesis, show that $\Sigma$ is differentiable at $t$, with
$$d\Sigma=i\,dG\circ W+G\circ\big(W(dG\circ G^T)W\big)+G\circ\big(W(G\circ dG^T)W\big).$$

**Solution.** The product rule gives $d\Sigma=i\,dG\circ W+i\,G\circ dW$. Insert (g) and (a):
$$i\,G\circ dW=i(-i)\,G\circ\big(W(dG\circ G^T+G\circ dG^T)W\big).$$
Since $i(-i)=1$, both extra terms carry a plus sign. In Lean this is the final `linear_combination` with `I_sq`.

The first term is the kernel that is usually kept. The other two are of second order in $W$ and come from varying one or the other Green's function in the bubble. GW-based Bethe–Salpeter calculations of optical spectra commonly drop the response of $W$; for this static, finite-matrix model the formula shows exactly what is then missing.

```lean
/-- If `1 - vP` is invertible, the self-energy responds to `dG` by the kept kernel `i dG∘W`
plus the two second-order terms `G∘(W(dG∘Gᵀ)W)` and `G∘(W(G∘dGᵀ)W)`. -/
theorem selfEnergy_deriv {v : Matrix n n ℂ} {G : ℂ → Matrix n n ℂ} {dG : Matrix n n ℂ} {t : ℂ}
    (h : HasMatDerivAt G dG t) (hu : IsUnit (1 - v * polarization (G t))) :
    HasMatDerivAt (fun s => selfEnergy v (G s))
      (I • (dG ⊙ screened v (G t))
        + G t ⊙ (screened v (G t) * (dG ⊙ (G t)ᵀ) * screened v (G t))
        + G t ⊙ (screened v (G t) * (G t ⊙ dGᵀ) * screened v (G t))) t := by
  intro i j
  have hd := ((h i j).fun_mul (screened_deriv h hu i j)).const_mul I
  simp only [selfEnergy, Matrix.smul_apply, Matrix.hadamard_apply, smul_eq_mul]
  refine hd.congr_deriv ?_
  simp only [Matrix.mul_smul, Matrix.smul_mul, Matrix.mul_add, Matrix.add_mul,
    Matrix.add_apply, Matrix.smul_apply, Matrix.hadamard_apply, smul_eq_mul]
  -- the factor `i · (-i) = 1` fixes the sign of both diagrams
  linear_combination (-(G t i j * ((screened v (G t) * (dG ⊙ (G t)ᵀ) * screened v (G t)) i j
    + (screened v (G t) * (G t ⊙ dGᵀ) * screened v (G t)) i j))) * I_sq
```

## (i) The four-index kernel

Show that $d\Sigma_{ij}=\sum_{k,l}K_{ij,kl}\,dG_{kl}$ with
$$K_{ij,kl}=i\,\delta_{ik}\delta_{jl}W_{ij}+G_{ij}G_{lk}\,(W_{ik}W_{lj}+W_{il}W_{kj}).$$

**Solution.** Take the $ij$ entry of (h). The first term is $i\,W_{ij}\,dG_{ij}$, which the two deltas select from the double sum. By (b), the second is
$$G_{ij}\sum_{k,l}W_{ik}\,dG_{kl}\,G_{lk}\,W_{lj}.$$
The third is $G_{ij}\sum_{k,l}W_{ik}\,G_{kl}\,dG_{lk}\,W_{lj}$. Exchanging the names $k$ and $l$ turns it into
$$G_{ij}\sum_{k,l}W_{il}\,G_{lk}\,dG_{kl}\,W_{kj}.$$
Collecting the coefficients of $dG_{kl}$ gives $K_{ij,kl}$, which is `kernel v G i j k l`. A $dG$ with a single nonzero entry reads off $\partial\Sigma_{ij}/\partial G_{kl}$. The code calls the delta step `hdelta` and the relabelling `hswap`.

```lean
/-- If `1 - vP` is invertible, the response of the self-energy is the four-index kernel
contracted with `dG`. -/
theorem selfEnergy_deriv_kernel {v : Matrix n n ℂ} {G : ℂ → Matrix n n ℂ}
    {dG : Matrix n n ℂ} {t : ℂ}
    (h : HasMatDerivAt G dG t) (hu : IsUnit (1 - v * polarization (G t))) :
    HasMatDerivAt (fun s => selfEnergy v (G s))
      (Matrix.of fun i j => ∑ k, ∑ l, kernel v (G t) i j k l * dG k l) t := by
  intro i j
  refine (selfEnergy_deriv h hu i j).congr_deriv ?_
  simp only [Matrix.of_apply, kernel, Matrix.add_apply, Matrix.smul_apply,
    Matrix.hadamard_apply, triple_apply, Matrix.transpose_apply, smul_eq_mul]
  generalize screened v (G t) = W
  have hdelta : I * (dG i j * W i j) =
      ∑ k, ∑ l, (if i = k ∧ j = l then I * W i j else 0) * dG k l := by
    rw [Finset.sum_eq_single i (fun k _ hk => by simp [hk.symm]) (by simp)]
    simp
    ring
  -- relabel the summation indices of the second diagram
  have hswap : ∑ k, ∑ l, W i k * (G t k l * dG l k * W l j) =
      ∑ k, ∑ l, W i l * (G t l k * dG k l * W k j) := Finset.sum_comm
  rw [hswap, hdelta]
  simp only [Finset.mul_sum, ← Finset.sum_add_distrib]
  refine Finset.sum_congr rfl fun k _ => Finset.sum_congr rfl fun l _ => ?_
  ring
```

## (j) One site, where the extra terms matter

Take one site with $v=1$. Show that at $G=1$
$$\frac{d\Sigma}{dG}=\frac{1-i}{2},\qquad iW=\frac{1+i}{2}.$$

**Solution.** Here $P=-i$, so $1-vP=1+i$ and $W=1/(1+i)=(1-i)/2$. The kept kernel is $iW=(1+i)/2$. Each extra term equals $W^2=-i/2$, and together they contribute $-i$. The full derivative is therefore $(1+i)/2-i=(1-i)/2$. At this point the neglected part has modulus $1$, larger than the modulus $1/\sqrt2$ of the kept part. The value $G=1$ is chosen for easy arithmetic, and the complex $W$ it gives is not a physical static interaction. The numbers show that the extra terms need not be small in the model, and they do not estimate the size of the effect in a material.

The Lean proof checks the inverse by multiplication (`hinv`), obtains $W$ from it (`hW`) and applies (h) to the curve $G(s)=s$ at $s=1$.

```lean
/-- On one site with `v = 1`, the derivative of the self-energy at `G = 1` is `(1 - i)/2`,
while the kept kernel `iW` equals `(1 + i)/2`. -/
theorem one_site_example :
    HasDerivAt (fun s : ℂ => selfEnergy 1 (s • (1 : Matrix (Fin 1) (Fin 1) ℂ)) 0 0)
      ((1 - I) / 2) 1 ∧
    I * screened 1 (1 : Matrix (Fin 1) (Fin 1) ℂ) 0 0 = (1 + I) / 2 := by
  have hA : 1 - 1 * polarization (1 : Matrix (Fin 1) (Fin 1) ℂ) = (1 + I) • 1 := by
    ext i j
    fin_cases i
    fin_cases j
    simp [polarization]
  have hc : (1 + I) * ((1 - I) / 2) = 1 := by linear_combination (-1 / 2) * I_sq
  have hinv : (1 - 1 * polarization (1 : Matrix (Fin 1) (Fin 1) ℂ)) *
      (((1 - I) / 2) • 1) = 1 := by
    rw [hA, smul_mul_smul_comm, one_mul, hc, one_smul]
  have hW : screened 1 (1 : Matrix (Fin 1) (Fin 1) ℂ) = ((1 - I) / 2) • 1 := by
    rw [screened, Matrix.inv_eq_right_inv hinv, mul_one]
  have hu : IsUnit (1 - 1 * polarization (1 : Matrix (Fin 1) (Fin 1) ℂ)) :=
    (Matrix.isUnit_iff_isUnit_det _).2 (Matrix.isUnit_det_of_right_inverse hinv)
  have hG : HasMatDerivAt (fun s : ℂ => s • (1 : Matrix (Fin 1) (Fin 1) ℂ)) 1 1 := by
    intro i j
    simpa only [Matrix.smul_apply, smul_eq_mul, one_mul] using
      (hasDerivAt_id' (1 : ℂ)).mul_const ((1 : Matrix (Fin 1) (Fin 1) ℂ) i j)
  constructor
  · refine (selfEnergy_deriv (v := 1) hG (by simpa only [one_smul] using hu) 0 0).congr_deriv ?_
    simp only [one_smul, hW]
    simp
    ring
  · rw [hW]
    simp only [Matrix.smul_apply, Matrix.one_apply_eq, smul_eq_mul, mul_one]
    linear_combination (-1 / 2) * I_sq

end StaticScreenedKernel
```

```lean
#print axioms StaticScreenedKernel.selfEnergy_deriv_kernel
-- 'StaticScreenedKernel.selfEnergy_deriv_kernel' depends on axioms: [propext, Classical.choice, Quot.sound]
#print axioms StaticScreenedKernel.one_site_example
-- 'StaticScreenedKernel.one_site_example' depends on axioms: [propext, Classical.choice, Quot.sound]
```
